# A pass without a negative Hessian eigenvalue: E = y² + c x⁴ with c < 0

A transition-state search that accepts a stationary point only if its Hessian has a negative eigenvalue will reject the origin of the surface E = y² − x⁴. Yet the origin is the top of the lowest route between (-1, 0) and (1, 0). A minimiser that accepts any stationary point without negative eigenvalues makes the opposite mistake on the same surface: if it stops at the origin, it reports a minimum there, although the energy falls on both sides along x. Both checks read a zero eigenvalue as if it carried a sign.

## A pass at energy 0 with Hessian diag(0, 2)

The surface has two coordinates x and y and one real parameter c:

E(x, y) = y² + c x⁴

The parameter c is the coefficient of the quartic term along x, a direction in which the harmonic force constant vanishes. All quantities are dimensionless, and the surface in the opening paragraph is the case c = −1.

For every c the origin is a critical point with Hessian

H = diag(0, 2)

For c < 0 three further statements hold:

- Both endpoints (-1, 0) and (1, 0) have negative energy, equal to c.
- Every continuous path between them contains a point with E ≥ 0.
- The straight path between them has maximum energy exactly 0.

The lowest maximum that any connecting path can have is therefore 0. Measured from the endpoints, the barrier is 0 − c = |c|, which is 1 for c = −1.

For c > 0 the Hessian at the origin is the same matrix, but the origin is now the strict global minimum. A routine that sees only the gradient and the Hessian at this point receives identical input in the two cases and can't tell them apart.

## Eigenvalue counts after a saddle search

Codes that work on potential-energy surfaces from electronic-structure calculations often verify a converged stationary point by counting negative Hessian eigenvalues: none for a minimum, one for a first-order saddle. When all eigenvalues are nonzero, the quadratic term decides whether the point is a minimum, a maximum or a saddle. When one of them is zero and none is negative, the quadratic term leaves the question open, as this two-coordinate model shows.

The disagreement can surface when a path method is followed by a Hessian check. On the model surface with c < 0, an exact path calculation finds the highest point of the best path at the origin, and an exact Hessian calculation finds no negative eigenvalue there. Neither calculation is wrong. A classification routine can respond by returning "undetermined" when an eigenvalue that doesn't belong to a translation or rotation of the whole molecule lies within its tolerance of zero, and by passing the point on to a test that uses energies at finite displacements. On this surface, energies at points displaced along x settle the matter, because E(x, 0) = c x⁴ has the sign of c.

## From the gradient to the lowest barrier

**The Hessian.** The first derivatives are

∂E/∂x = 4c x³

∂E/∂y = 2y

Both vanish at the origin. Differentiating again gives

∂²E/∂x² = 12c x²

∂²E/∂x∂y = 0

∂²E/∂y² = 2

At x = 0 the first of these is zero whatever the value of c, so H = diag(0, 2).

**Its eigenvalues.** Let v = (v₀, v₁) be a nonzero vector with H v = μ v. The two components of this equation are

0 = μ v₀

2 v₁ = μ v₁

If μ were neither 0 nor 2, the first equation would give v₀ = 0, and the second, written as (μ − 2) v₁ = 0, would give v₁ = 0. This contradicts v ≠ 0, so μ is 0 or 2.

**A lower bound for every path.** Let γ(t) = (x(t), y(t)), with t from 0 to 1, be a continuous path from (-1, 0) to (1, 0). Then x(0) = −1 and x(1) = 1, so by the intermediate value theorem there is a time s with x(s) = 0. At that time

E(γ(s)) = y(s)² + c · 0⁴ = y(s)² ≥ 0

The argument uses only the signs of x at the two ends, and it holds for every c.

**A path that attains the bound.** The straight path is γ(t) = (2t − 1, 0), and along it

E(γ(t)) = c (2t − 1)⁴

For c < 0 this is never positive, and it equals 0 at t = 1/2, where the path is at the origin. The maximum is therefore exactly 0. Since no path can have a maximum below 0, the lowest possible maximum is 0.

The same estimate shows where the barrier lies. If a path has maximum 0, then y(s)² ≤ 0 at its crossing time, so y(s) = 0 and the path goes through the origin. This localisation is a consequence drawn here by hand and is not one of the theorems in the file.

**Positive c.** If c > 0, both terms of E are non-negative, and at least one is positive away from the origin. Hence E(x, y) > 0 = E(0, 0) for every (x, y) ≠ (0, 0).

**The limit c → 0.** As c approaches 0 from below, the barrier |c| shrinks to zero while the Hessian at the origin stays diag(0, 2). At c = 0 the surface is the trough E = y². The endpoints then have energy 0, the straight path is flat, and there is no barrier left to cross. One and the same Hessian thus belongs to a pass, a flat trough and a strict minimum, according to the sign of c.

## The Lean source

```lean
import Mathlib

open Set Matrix

namespace DegeneratePass

noncomputable section

/-- The model energy surface `E(x, y) = y² + c x⁴` with quartic coefficient `c`. -/
def energy (c : ℝ) (p : ℝ × ℝ) : ℝ := p.2 ^ 2 + c * p.1 ^ 4

/-- The unit displacements along the `x` and `y` axes. -/
def axis : Fin 2 → ℝ × ℝ := ![(1, 0), (0, 1)]

/-- The Hessian matrix of an energy surface: its second derivatives along the coordinate axes. -/
def hessian (E : ℝ × ℝ → ℝ) (p : ℝ × ℝ) : Matrix (Fin 2) (Fin 2) ℝ :=
  Matrix.of fun i j => fderiv ℝ (fderiv ℝ E) p (axis i) (axis j)

/-- The straight path from `(-1, 0)` to `(1, 0)`. -/
def straightPath : Path ((-1, 0) : ℝ × ℝ) (1, 0) where
  toFun t := (2 * (t : ℝ) - 1, 0)
  continuous_toFun := by fun_prop
  source' := by norm_num
  target' := by norm_num

/-- The energy is differentiable everywhere, with gradient `(4 c x³, 2 y)`. -/
theorem hasFDerivAt_energy (c : ℝ) (p : ℝ × ℝ) :
    HasFDerivAt (energy c)
      ((4 * c * p.1 ^ 3) • ContinuousLinearMap.fst ℝ ℝ ℝ
        + (2 * p.2) • ContinuousLinearMap.snd ℝ ℝ ℝ) p := by
  have hx : HasFDerivAt (fun q : ℝ × ℝ => q.1 ^ 4) _ p :=
    (hasDerivAt_pow 4 p.1).comp_hasFDerivAt p (ContinuousLinearMap.fst ℝ ℝ ℝ).hasFDerivAt
  have hy : HasFDerivAt (fun q : ℝ × ℝ => q.2 ^ 2) _ p :=
    (hasDerivAt_pow 2 p.2).comp_hasFDerivAt p (ContinuousLinearMap.snd ℝ ℝ ℝ).hasFDerivAt
  refine (hy.fun_add (hx.const_mul c)).congr_fderiv ?_
  refine ContinuousLinearMap.ext fun v => ?_
  norm_num
  ring

/-- The gradient is differentiable at the origin, and its derivative is the bilinear form
`(u, v) ↦ 2 u_y v_y`, whatever the quartic coefficient. -/
theorem hasFDerivAt_gradient (c : ℝ) :
    HasFDerivAt (fderiv ℝ (energy c))
      ((2 : ℝ) • (ContinuousLinearMap.snd ℝ ℝ ℝ).smulRight (ContinuousLinearMap.snd ℝ ℝ ℝ))
      0 := by
  have hgrad : fderiv ℝ (energy c) = fun p : ℝ × ℝ =>
      (4 * c * p.1 ^ 3) • ContinuousLinearMap.fst ℝ ℝ ℝ
        + (2 * p.2) • ContinuousLinearMap.snd ℝ ℝ ℝ :=
    funext fun p => (hasFDerivAt_energy c p).fderiv
  rw [hgrad]
  have hx : HasFDerivAt (fun q : ℝ × ℝ => q.1 ^ 3) _ 0 :=
    (hasDerivAt_pow 3 (0 : ℝ × ℝ).1).comp_hasFDerivAt 0
      (ContinuousLinearMap.fst ℝ ℝ ℝ).hasFDerivAt
  have hy : HasFDerivAt (fun q : ℝ × ℝ => q.2) (ContinuousLinearMap.snd ℝ ℝ ℝ) 0 :=
    (ContinuousLinearMap.snd ℝ ℝ ℝ).hasFDerivAt
  refine (((hx.const_mul (4 * c)).smul_const (ContinuousLinearMap.fst ℝ ℝ ℝ)).fun_add
    ((hy.const_mul 2).smul_const (ContinuousLinearMap.snd ℝ ℝ ℝ))).congr_fderiv ?_
  refine ContinuousLinearMap.ext fun u => ContinuousLinearMap.ext fun v => ?_
  simp [mul_assoc]

/-- The Hessian at the origin is `diag(0, 2)` for every quartic coefficient. -/
theorem hessian_energy (c : ℝ) : hessian (energy c) 0 = Matrix.diagonal ![0, 2] := by
  ext i j
  simp only [hessian, Matrix.of_apply, (hasFDerivAt_gradient c).fderiv]
  fin_cases i <;> fin_cases j <;> simp [axis]

/-- Every eigenvalue of the Hessian at the origin is `0` or `2`. -/
theorem hessian_eigenvalue (c μ : ℝ) (v : Fin 2 → ℝ) (hv : v ≠ 0)
    (h : hessian (energy c) 0 *ᵥ v = μ • v) : μ = 0 ∨ μ = 2 := by
  rw [hessian_energy] at h
  have h0 : 0 = μ * v 0 := by simpa [Matrix.mulVec_diagonal] using congrFun h 0
  have h1 : 2 * v 1 = μ * v 1 := by
    have := congrFun h 1
    rw [Matrix.mulVec_diagonal] at this
    exact this
  by_contra hμ
  rw [not_or] at hμ
  -- an eigenvalue other than 0 and 2 would force both components to vanish
  have v0 : v 0 = 0 := (mul_eq_zero.mp h0.symm).resolve_left hμ.1
  have v1 : v 1 = 0 := by
    have h2 : (μ - 2) * v 1 = 0 := by linear_combination -h1
    exact (mul_eq_zero.mp h2).resolve_left (sub_ne_zero.mpr hμ.2)
  apply hv
  funext i
  fin_cases i
  · exact v0
  · exact v1

/-- Every continuous path from the half-plane `x < 0` to the half-plane `x > 0` meets a point
of non-negative energy. -/
theorem path_reaches_zero (c : ℝ) {a b : ℝ × ℝ} (ha : a.1 < 0) (hb : 0 < b.1)
    (γ : Path a b) : ∃ t, 0 ≤ energy c (γ t) := by
  have hc : Continuous fun t => (γ t).1 := continuous_fst.comp γ.continuous
  -- the path has to cross the line x = 0, where the energy is y²
  obtain ⟨t, ht⟩ := mem_range_of_exists_le_of_exists_ge (c := (0 : ℝ)) hc
    ⟨0, by simpa using ha.le⟩ ⟨1, by simpa using hb.le⟩
  have ht' : (γ t).1 = 0 := ht
  refine ⟨t, ?_⟩
  unfold energy
  rw [ht']
  nlinarith [sq_nonneg (γ t).2]

/-- For `c < 0` the maximum of the energy along the straight path is exactly `0`. -/
theorem straightPath_max {c : ℝ} (hc : c < 0) :
    IsGreatest (range fun t => energy c (straightPath t)) 0 := by
  have hE : ∀ t, energy c (straightPath t) = c * (2 * (t : ℝ) - 1) ^ 4 := by
    intro t
    change (0 : ℝ) ^ 2 + c * (2 * (t : ℝ) - 1) ^ 4 = _
    ring
  constructor
  · -- the maximum is attained at the midpoint
    refine ⟨⟨1 / 2, by norm_num, by norm_num⟩, ?_⟩
    change energy c (straightPath _) = 0
    rw [hE]
    norm_num
  · rintro _ ⟨t, rfl⟩
    change energy c (straightPath t) ≤ 0
    rw [hE]
    exact mul_nonpos_of_nonpos_of_nonneg hc.le (by positivity)

/-- For `c < 0` the origin is a critical point with Hessian `diag(0, 2)`, the points `(-1, 0)` and
`(1, 0)` have negative energy, every continuous path between them reaches energy at least `0`, and
the straight path has maximum exactly `0`. -/
theorem degenerate_pass {c : ℝ} (hc : c < 0) :
    HasFDerivAt (energy c) (0 : ℝ × ℝ →L[ℝ] ℝ) 0 ∧
    hessian (energy c) 0 = Matrix.diagonal ![0, 2] ∧
    energy c (-1, 0) < 0 ∧ energy c (1, 0) < 0 ∧
    (∀ γ : Path ((-1, 0) : ℝ × ℝ) (1, 0), ∃ t, 0 ≤ energy c (γ t)) ∧
    IsGreatest (range fun t => energy c (straightPath t)) 0 := by
  refine ⟨(hasFDerivAt_energy c 0).congr_fderiv (by simp), hessian_energy c, ?_, ?_,
    fun γ => path_reaches_zero c (by norm_num) (by norm_num) γ, straightPath_max hc⟩
  · norm_num [energy, hc]
  · norm_num [energy, hc]

/-- For `c < 0` the lowest possible energy maximum along a continuous path from `(-1, 0)` to
`(1, 0)` is `0`. -/
theorem pass_height {c : ℝ} (hc : c < 0) :
    IsLeast {M : ℝ | ∃ γ : Path ((-1, 0) : ℝ × ℝ) (1, 0),
      IsGreatest (range fun t => energy c (γ t)) M} 0 := by
  refine ⟨⟨straightPath, straightPath_max hc⟩, ?_⟩
  rintro M ⟨γ, hM⟩
  obtain ⟨t, ht⟩ := path_reaches_zero c (by norm_num) (by norm_num) γ
  exact ht.trans (hM.2 ⟨t, rfl⟩)

/-- For `c > 0` the Hessian at the origin is again `diag(0, 2)`, but the origin is the strict
global minimum of the energy. -/
theorem same_hessian_strict_minimum {c : ℝ} (hc : 0 < c) :
    hessian (energy c) 0 = Matrix.diagonal ![0, 2] ∧
    ∀ p : ℝ × ℝ, p ≠ 0 → energy c 0 < energy c p := by
  refine ⟨hessian_energy c, fun p hp => ?_⟩
  have h0 : energy c 0 = 0 := by simp [energy]
  rw [h0]
  unfold energy
  by_cases hx : p.1 = 0
  · have hy : p.2 ≠ 0 := fun hy => hp (Prod.ext hx hy)
    positivity
  · positivity

end

end DegeneratePass
```

```lean
#print axioms DegeneratePass.hessian_eigenvalue
#print axioms DegeneratePass.degenerate_pass
#print axioms DegeneratePass.pass_height
#print axioms DegeneratePass.same_hessian_strict_minimum
```

```
'DegeneratePass.hessian_eigenvalue' depends on axioms: [propext, Classical.choice, Quot.sound]
'DegeneratePass.degenerate_pass' depends on axioms: [propext, Classical.choice, Quot.sound]
'DegeneratePass.pass_height' depends on axioms: [propext, Classical.choice, Quot.sound]
'DegeneratePass.same_hessian_strict_minimum' depends on axioms: [propext, Classical.choice, Quot.sound]
```

## Surface, paths and maxima in Lean

A configuration is a point `p` of `ℝ × ℝ`, with `p.1` for x and `p.2` for y, and `energy c p` is the surface above. The matrix `hessian E p` has as its entries the second derivatives of `E` along the two unit displacements in `axis`. Index 0 stands for x and index 1 for y, which matches v₀ and v₁ in the derivation.

Mathlib's `fderiv` returns zero for a function that isn't differentiable, which would be a poor source for a zero eigenvalue. The file therefore proves differentiability with `HasFDerivAt`, for the energy at every point and for the gradient at the origin, so the zero in diag(0, 2) is a true second derivative.

A `Path a b` is a continuous map from the interval [0, 1] with endpoints `a` and `b`. It needn't be smooth, and it may cross itself. The expression `IsGreatest (range fun t => energy c (γ t)) M` says that `M` is the maximum energy along γ: the value is attained, and no other value on the path exceeds it.

The main theorem, `degenerate_pass`, assumes only `c < 0`. It states that the derivative of the energy at the origin is zero, that the Hessian there is diag(0, 2), that both endpoints have negative energy, that every connecting path reaches energy at least 0, and that the straight path has maximum 0. That no eigenvalue is negative follows from `hessian_eigenvalue`, which holds for every real `c`.

The word "pass" has no Lean definition of its own. Its content is in `pass_height`, which considers all numbers that are the maximum energy of some connecting path and states that the least of them is 0. The contrast with positive `c` is `same_hessian_strict_minimum`.

## How the lemmas follow the derivation

`hasFDerivAt_energy` applies the chain rule to x⁴ and y², adds the results, and checks that the sum is the gradient (4c x³, 2y). `hasFDerivAt_gradient` replaces the derivative of the energy by this formula and differentiates once more at the origin. The term from x³ drops out, and what remains is the bilinear form that sends displacements u and v to 2 u_y v_y. `hessian_energy` evaluates that form on the four pairs of unit displacements and so obtains the four matrix entries.

`hessian_eigenvalue` extracts the two component equations and argues by contradiction, as in the derivation.

`path_reaches_zero` is the crossing argument. The x coordinate along the path is continuous, at most 0 at the start and at least 0 at the end, so `mem_range_of_exists_le_of_exists_ge` supplies a time at which it equals 0. The energy there is a square. The lemma is stated for any start with x < 0 and any end with x > 0, which is more than the main theorem needs.

`straightPath_max` first reduces the energy along the straight path to c(2t − 1)⁴. It then proves the two halves of `IsGreatest`: the value 0 is attained at t = 1/2, and the product of a negative number and a fourth power is never positive.

`pass_height` uses the straight path to show that the value 0 occurs. For any other path with maximum `M`, it takes the point supplied by `path_reaches_zero` and concludes that 0 ≤ energy ≤ `M`. For positive `c`, `same_hessian_strict_minimum` treats points with x = 0 and x ≠ 0 separately, because a different term is strictly positive in each case.

## What carries over to a real code

The theorems, together with two steps done by hand, settle a question of logic: a test that demands a negative Hessian eigenvalue at every pass rejects at least one genuine pass, and a test that calls every critical point without negative eigenvalues a minimum accepts at least one point that isn't a minimum. The steps done by hand are that a path with maximum 0 goes through the origin, and that for c < 0 the energy E(x, 0) = c x⁴ is negative at every x ≠ 0, so that the origin isn't even a local minimum. A single surface is enough for both conclusions, so the restriction to two coordinates does not weaken them.

The theorems don't say how often such points occur on molecular surfaces, and they give no general procedure for classifying a critical point with a zero eigenvalue. For c < 0 the model energy is unbounded below, and the endpoints (-1, 0) and (1, 0) are points on the slopes, not minima, so the surface can represent only the neighbourhood of a pass and not the reactant and product wells. The model has no translations or rotations, which give a free molecule zero eigenvalues of a different origin, and its Hessian isn't mass-weighted. Derivatives and paths are exact, so finite-difference errors, eigenvalue tolerances and paths made of a finite number of images are not modelled, and nothing is shown about the convergence of any search algorithm.
